# Every real orthogonal matrix can be approximated by exactly orthogonal rational matrices

Let $\varphi_i$ be real orthonormal orbitals, with $i$ running over a finite index set $n$. An orbital rotation forms new orbitals $\varphi'_j=\sum_i \varphi_i Q_{ij}$, which are again orthonormal when $Q^TQ=1$. Here "rotation" includes determinant $-1$; a proper rotation has determinant $+1$.

Rounding the entries of $Q$ usually spoils orthonormality. For a rotation by 45°, replacing $1/\sqrt2$ by $0.7071$ gives columns of squared length $0.99998082$. The fractions $20/29$ and $21/29$ give an exact rotation instead, since $20^2+21^2=29^2$, and they lie within $0.02$ of $1/\sqrt2$. The question is whether such exact rational neighbours exist for every $Q$ and every accuracy.

## Reflections and rational matrices

```lean
import Mathlib

open Matrix Topology

namespace RationalOrbitalRotations

noncomputable section

variable {n : Type*} [Fintype n] [DecidableEq n]
```

The type `n` is the index set of the orbitals. It is finite and may have any size. In the code below, `ᵀ` is the transpose, `*ᵥ` applies a matrix to a vector, and `⬝ᵥ` is the dot product $v\cdot w=\sum_i v_iw_i$, without complex conjugation.

```lean
/-- The Householder matrix `1 - 2 v vᵀ / (v · v)`, meant for vectors with `v · v ≠ 0`. -/
def householder {K : Type*} [Field K] (v : n → K) : Matrix n n K :=
  1 - (2 / (v ⬝ᵥ v)) • vecMulVec v v
```

This is the Householder matrix
$$H_v=1-\frac{2}{v\cdot v}\,vv^T,$$
where `vecMulVec v v` is the dyad $vv^T$. The vector need not be normalised; for a real unit vector $u$ the formula becomes $1-2uu^T$. Only field operations occur, so a rational $v$ gives a rational matrix, without a square root.

```lean
/-- A rational matrix read as a real matrix, entry by entry. -/
def toReal : Matrix n n ℚ →+* Matrix n n ℝ := (Rat.castHom ℝ).mapMatrix
```

`Matrix n n ℚ` is the type of rational matrices. The map `toReal` reads such a matrix as a real one. The arrow `→+*` records that it respects sums and products.

```lean
/-- The real matrices that have rational entries and are exactly orthogonal. -/
def rationalOrthogonal (m : Type*) [Fintype m] [DecidableEq m] : Set (Matrix m m ℝ) :=
  {M | ∃ R : Matrix m m ℚ, Rᵀ * R = 1 ∧ toReal R = M}
```

A real matrix $M$ belongs to this set if some rational $R$ satisfies $R^TR=1$ and becomes $M$ under `toReal`. The condition is an equality between rational matrices, with no tolerance.

## What a reflection does

```lean
/-- A Householder matrix subtracts from `x` a multiple of `v` fixed by the overlap `v · x`. -/
theorem householder_mulVec {K : Type*} [Field K] (v x : n → K) :
    householder v *ᵥ x = x - (2 * (v ⬝ᵥ x) / (v ⬝ᵥ v)) • v := by
  ext i
  have h : (vecMulVec v v *ᵥ x) i = v i * (v ⬝ᵥ x) := by
    simp only [Matrix.mulVec, dotProduct, vecMulVec_apply, Finset.mul_sum, mul_assoc]
  rw [householder, Matrix.sub_mulVec, Matrix.one_mulVec, Matrix.smul_mulVec]
  simp only [Pi.sub_apply, Pi.smul_apply, smul_eq_mul, h]
  ring
```

In a Lean theorem, the data and hypotheses stand before the final colon and the claim after it. This one says
$$H_vx=x-\frac{2(v\cdot x)}{v\cdot v}\,v.$$
By hand, $(vv^Tx)_i=\sum_j v_iv_jx_j=v_i(v\cdot x)$, which is the step `h`. Inserting it in the definition gives the formula.

```lean
/-- If `v · v ≠ 0`, the Householder matrix of `v` is symmetric, squares to the identity
and reverses `v`. -/
theorem householder_reflection {K : Type*} [Field K] (v : n → K) (hv : v ⬝ᵥ v ≠ 0) :
    (householder v)ᵀ = householder v ∧ householder v * householder v = 1 ∧
      householder v *ᵥ v = -v := by
  refine ⟨?_, ?_, ?_⟩
  · have hP : (vecMulVec v v)ᵀ = vecMulVec v v := by
      ext i j
      simp only [transpose_apply, vecMulVec_apply]
      exact mul_comm _ _
    rw [householder, transpose_sub, transpose_one, transpose_smul, hP]
  · -- the dyad `v vᵀ` is a projector up to the factor `v · v`
    have hP : vecMulVec v v * vecMulVec v v = (v ⬝ᵥ v) • vecMulVec v v := by
      ext i j
      simp only [Matrix.mul_apply, vecMulVec_apply, Matrix.smul_apply, smul_eq_mul,
        dotProduct, Finset.sum_mul]
      exact Finset.sum_congr rfl fun k _ => by ring
    have hc : 2 / (v ⬝ᵥ v) * (v ⬝ᵥ v) = 2 := div_mul_cancel₀ 2 hv
    unfold householder
    generalize 2 / (v ⬝ᵥ v) = c at hc ⊢
    have h2 : (c * (c * (v ⬝ᵥ v))) • vecMulVec v v = (2 * c) • vecMulVec v v := by
      rw [show c * (c * (v ⬝ᵥ v)) = 2 * c by linear_combination c * hc]
    simp only [sub_mul, mul_sub, one_mul, mul_one, smul_mul_assoc, mul_smul_comm, hP,
      smul_smul]
    linear_combination (norm := module) h2
  · rw [householder_mulVec, mul_div_assoc, div_self hv]
    module
```

The hypothesis `hv` says $v\cdot v\neq0$, and the claim has three parts, joined by `∧`.

- Symmetry: $(vv^T)^T=vv^T$, so $H_v^T=H_v$.
- Square: write $P=vv^T$ and $c=2/(v\cdot v)$. Then $P^2=(v\cdot v)P$ and $c\,(v\cdot v)=2$, so
$$H_v^2=1-2cP+c^2(v\cdot v)P=1-2cP+2cP=1.$$
- Reversal: $H_vv=v-2v=-v$.

The steps `hP` and `hc` in the second part are the two facts about $P$ and $c$. Symmetry and $H_v^2=1$ together give $H_v^TH_v=1$, so a reflection is orthogonal.

```lean
/-- For two different real vectors of equal length, `x - y` has nonzero length and its
Householder matrix carries `x` to `y`. -/
theorem householder_exchange (x y : n → ℝ) (hxy : x ≠ y) (h : x ⬝ᵥ x = y ⬝ᵥ y) :
    (x - y) ⬝ᵥ (x - y) ≠ 0 ∧ householder (x - y) *ᵥ x = y := by
  have hv : (x - y) ⬝ᵥ (x - y) ≠ 0 := fun h0 =>
    sub_ne_zero.2 hxy (dotProduct_self_eq_zero.1 h0)
  have h2 : 2 * ((x - y) ⬝ᵥ x) = (x - y) ⬝ᵥ (x - y) := by
    simp only [sub_dotProduct, dotProduct_sub]
    rw [dotProduct_comm y x]
    linear_combination h
  refine ⟨hv, ?_⟩
  rw [householder_mulVec, h2, div_self hv, one_smul, sub_sub_cancel]
```

Let $x\neq y$ be real vectors with $x\cdot x=y\cdot y$, and let $d=x-y$. Since $d\neq0$, its sum of squares is nonzero. Moreover
$$d\cdot d=x\cdot x-2\,x\cdot y+y\cdot y=2(x\cdot x-x\cdot y)=2\,d\cdot x,$$
which is `h2`. Hence $H_dx=x-d=y$: the reflection along the difference carries one vector to the other.

## Making the reflections rational

```lean
/-- The Householder matrix of a rational vector is the same whether it is computed in
rational or in real arithmetic. -/
theorem toReal_householder (w : n → ℚ) :
    toReal (householder w) = householder (fun i => (w i : ℝ)) := by
  ext i j
  change ((householder w i j : ℚ) : ℝ) = _
  by_cases h : i = j
  · subst h
    simp [householder, vecMulVec_apply, dotProduct]
  · simp [householder, vecMulVec_apply, dotProduct, h]
```

Converting a rational vector to real numbers before or after forming its Householder matrix gives the same result. The proof compares entries, first on the diagonal and then off it.

```lean
/-- Every neighbourhood of the reflection along a nonzero real vector contains the
reflection along a rational vector of nonzero length. -/
theorem householder_rational_approx (v : n → ℝ) (hv : v ≠ 0) {U : Set (Matrix n n ℝ)}
    (hU : IsOpen U) (hvU : householder v ∈ U) :
    ∃ w : n → ℚ, w ⬝ᵥ w ≠ 0 ∧ toReal (householder w) ∈ U := by
  have hvv : v ⬝ᵥ v ≠ 0 := fun h0 => hv (dotProduct_self_eq_zero.1 h0)
  have hdot : Continuous fun u : n → ℝ => u ⬝ᵥ u := by
    simp only [dotProduct]
    fun_prop
  have hdyad : Continuous fun u : n → ℝ => vecMulVec u u :=
    continuous_matrix fun i j => by
      simp only [vecMulVec_apply]
      fun_prop
  -- the reflection depends continuously on its vector, away from zero
  have hc : ContinuousAt (fun u : n → ℝ => householder u) v := by
    unfold householder
    exact continuousAt_const.sub
      ((continuousAt_const.div hdot.continuousAt hvv).smul hdyad.continuousAt)
  have h1 : ∀ᶠ u in 𝓝 v, householder u ∈ U := hc (hU.mem_nhds hvU)
  have h2 : ∀ᶠ u in 𝓝 v, u ⬝ᵥ u ≠ 0 := hdot.continuousAt.eventually_ne hvv
  obtain ⟨δ, hδ, hball⟩ := Metric.eventually_nhds_iff.1 (h1.and h2)
  -- round every component to a rational number
  choose w hw using fun i => exists_rat_btwn (show v i < v i + δ by linarith)
  have hd : dist (fun i => (w i : ℝ)) v < δ := by
    rw [dist_pi_lt_iff hδ]
    intro i
    rw [Real.dist_eq, abs_lt]
    constructor <;> linarith [(hw i).1, (hw i).2]
  obtain ⟨hwU, hw0⟩ := hball hd
  refine ⟨w, fun h0 => hw0 ?_, by rw [toReal_householder]; exact hwU⟩
  have h3 : ((w ⬝ᵥ w : ℚ) : ℝ) = 0 := by rw [h0, Rat.cast_zero]
  simpa only [dotProduct, Rat.cast_sum, Rat.cast_mul] using h3
```

The set $U$ is any open set of real matrices containing $H_v$, for instance all matrices whose entries are close to those of $H_v$. The theorem finds a rational $w$ with $w\cdot w\neq0$ and $H_w$ in $U$.

Near a nonzero $v$, both $u\cdot u$ and $uu^T$ are continuous in $u$ and the denominator stays away from zero. So $H_u$ is continuous at $v$, which is `hc`. There is therefore a $\delta>0$ such that $H_u\in U$ and $u\cdot u\neq0$ whenever every component of $u$ is within $\delta$ of that of $v$. Choose a rational $w_i$ between $v_i$ and $v_i+\delta$ for each $i$. The notation `∀ᶠ u in 𝓝 v` reads "for all $u$ sufficiently close to $v$".

```lean
/-- Products of limits of rational orthogonal matrices are again such limits. -/
theorem mul_mem_closure {A B : Matrix n n ℝ} (hA : A ∈ closure (rationalOrthogonal n))
    (hB : B ∈ closure (rationalOrthogonal n)) :
    A * B ∈ closure (rationalOrthogonal n) := by
  refine map_mem_closure₂ (f := fun X Y : Matrix n n ℝ => X * Y) continuous_mul hA hB ?_
  rintro _ ⟨R, hR, rfl⟩ _ ⟨S, hS, rfl⟩
  refine ⟨R * S, ?_, map_mul _ _ _⟩
  rw [transpose_mul, Matrix.mul_assoc, ← Matrix.mul_assoc Rᵀ R S, hR, Matrix.one_mul, hS]
```

The closure of a set contains the matrices that can be approached from within it. If rational orthogonal matrices $R_k\to A$ and $S_k\to B$, then $R_kS_k\to AB$ because multiplication is continuous. Each product is rational and orthogonal:
$$(RS)^TRS=S^T(R^TR)S=S^TS=1.$$
The last `rw` line is this calculation.

## Reducing a rotation to the identity

```lean
/-- Every real orthogonal matrix is a limit of rational orthogonal matrices. -/
theorem orthogonal_mem_closure (Q : Matrix n n ℝ) (hQ : Qᵀ * Q = 1) :
    Q ∈ closure (rationalOrthogonal n) := by
  -- induction on a set `s` of basis orbitals outside which `Q` acts as the identity
  have key : ∀ s : Finset n, ∀ Q : Matrix n n ℝ, Qᵀ * Q = 1 →
      (∀ j, j ∉ s → Q *ᵥ Pi.single j 1 = Pi.single j 1) →
      Q ∈ closure (rationalOrthogonal n) := by
    intro s
    induction s using Finset.induction_on with
    | empty =>
      intro Q _ hfix
      have h1 : Q = 1 := by
        ext i j
        have h := congrFun (hfix j (Finset.notMem_empty j)) i
        simpa [Matrix.one_apply, Pi.single_apply] using h
      rw [h1]
      exact subset_closure ⟨1, by simp, map_one _⟩
    | insert a s ha ih =>
      intro Q hQ hfix
      have hrest : ∀ j, j ∉ s → j ≠ a → Q *ᵥ Pi.single j 1 = Pi.single j 1 :=
        fun j hj hja => hfix j (by simp [hj, hja])
      by_cases hQa : Q *ᵥ Pi.single a 1 = Pi.single a 1
      · refine ih Q hQ fun j hj => ?_
        by_cases hja : j = a
        · rw [hja, hQa]
        · exact hrest j hj hja
      have hiso : ∀ x y : n → ℝ, (Q *ᵥ x) ⬝ᵥ (Q *ᵥ y) = x ⬝ᵥ y := fun x y => by
        rw [Matrix.dotProduct_mulVec, ← Matrix.mulVec_transpose, Matrix.mulVec_mulVec, hQ,
          Matrix.one_mulVec]
      -- reflect the image of orbital `a` back onto orbital `a`
      obtain ⟨hv, hx⟩ := householder_exchange _ _ hQa (hiso _ _)
      obtain ⟨hT, hH, -⟩ := householder_reflection _ hv
      have hmem : householder (Q *ᵥ Pi.single a 1 - Pi.single a 1) ∈
          closure (rationalOrthogonal n) := by
        refine mem_closure_iff.2 fun U hU hmU => ?_
        obtain ⟨w, hw, hwU⟩ := householder_rational_approx _ (sub_ne_zero.2 hQa) hU hmU
        obtain ⟨wT, wH, -⟩ := householder_reflection w hw
        exact ⟨_, hwU, householder w, by rw [wT, wH], rfl⟩
      have hd : ∀ j, j ∉ s → j ≠ a →
          (Q *ᵥ Pi.single a 1 - Pi.single a 1) ⬝ᵥ (Pi.single j 1 : n → ℝ) = 0 := by
        intro j hj hja
        have h := hiso (Pi.single a 1) (Pi.single j 1)
        rw [hrest j hj hja] at h
        rw [sub_dotProduct, h, sub_self]
      generalize hHdef : householder (Q *ᵥ Pi.single a 1 - Pi.single a 1) = H at *
      have hHQ : H * Q ∈ closure (rationalOrthogonal n) := by
        refine ih (H * Q) ?_ fun j hj => ?_
        · rw [transpose_mul, hT, Matrix.mul_assoc, ← Matrix.mul_assoc H H Q, hH,
            Matrix.one_mul, hQ]
        · rw [← Matrix.mulVec_mulVec]
          by_cases hja : j = a
          · rw [hja, hx]
          · rw [hrest j hj hja, ← hHdef, householder_mulVec, hd j hj hja]
            simp
      have h := mul_mem_closure hmem hHQ
      rwa [← Matrix.mul_assoc, hH, Matrix.one_mul] at h
  exact key Finset.univ Q hQ fun j hj => absurd (Finset.mem_univ j) hj
```

Write $e_j$ for the unit vector of orbital $j$, in Lean `Pi.single j 1`. The auxiliary claim `key` concerns a set $s$ of orbitals: if $Q$ is orthogonal and $Qe_j=e_j$ for every $j$ outside $s$, then $Q$ lies in the closure. It is proved by induction on $s$.

If $s$ is empty, every column of $Q$ is a unit vector in its own place, so $Q=1$, which is rational.

Now add an orbital $a$ to $s$. If $Qe_a=e_a$, the claim for $s$ already applies. Otherwise let $d=Qe_a-e_a$ and $H=H_d$.

1. Orthogonality gives $Qx\cdot Qy=x\cdot y$ (`hiso`), so $Qe_a$ and $e_a$ have equal length and $HQe_a=e_a$.
2. For $j\neq a$ outside $s$ we have $Qe_j=e_j$, hence
$$d\cdot e_j=Qe_a\cdot Qe_j-e_a\cdot e_j=0$$
(`hd`). The reflection leaves $e_j$ alone, and $HQe_j=e_j$.
3. The product is orthogonal, since $(HQ)^THQ=Q^THHQ=1$. It fixes every orbital outside $s$, so it lies in the closure by induction (`hHQ`).
4. $H$ lies in the closure by the rational approximation of reflections (`hmem`). As $H^2=1$, we have $Q=H(HQ)$, a product of two members of the closure.

The last line takes $s$ to be all orbitals, so that no condition on fixed orbitals remains.

## Entrywise accuracy with the same determinant

```lean
/-- For every real orthogonal matrix `Q` and every `ε > 0` there is an exactly orthogonal
rational matrix with the same determinant whose entries all differ from those of `Q` by
less than `ε`. -/
theorem exists_rational_orthogonal_near (Q : Matrix n n ℝ) (hQ : Qᵀ * Q = 1)
    {ε : ℝ} (hε : 0 < ε) :
    ∃ R : Matrix n n ℚ, Rᵀ * R = 1 ∧ (toReal R).det = Q.det ∧
      ∀ i j, |(R i j : ℝ) - Q i j| < ε := by
  have hdet : ∀ M : Matrix n n ℝ, Mᵀ * M = 1 → M.det * M.det = 1 := fun M hM => by
    have h := congrArg Matrix.det hM
    rwa [det_mul, det_transpose, det_one] at h
  have hopen : IsOpen {M : Matrix n n ℝ | ∀ i j, |M i j - Q i j| < ε} := by
    simp only [Set.ofPred_forall]
    exact isOpen_iInter_of_finite fun i => isOpen_iInter_of_finite fun j =>
      isOpen_lt ((continuous_id.matrix_elem i j).sub continuous_const).abs continuous_const
  have hopen' : IsOpen {M : Matrix n n ℝ | 0 < M.det * Q.det} :=
    isOpen_lt continuous_const (continuous_id.matrix_det.mul continuous_const)
  have hQdet := hdet Q hQ
  obtain ⟨_, ⟨hnear, hpos⟩, R, hR, rfl⟩ :=
    mem_closure_iff.1 (orthogonal_mem_closure Q hQ) _ (hopen.inter hopen')
      ⟨fun i j => by simpa using hε, by
        change 0 < Q.det * Q.det
        rw [hQdet]
        exact one_pos⟩
  refine ⟨R, hR, ?_, hnear⟩
  have hRdet := hdet (toReal R) (by
    rw [show (toReal R)ᵀ = toReal Rᵀ from rfl, ← map_mul, hR, map_one])
  -- both determinants are signs, and their product is positive
  change 0 < (toReal R).det * Q.det at hpos
  rcases mul_self_eq_mul_self_iff.1 (hRdet.trans hQdet.symm) with h | h
  · exact h
  · rw [h] at hpos
    linarith
```

For every real $Q$ with $Q^TQ=1$ and every $\varepsilon>0$, there is a rational $R$ with
$$R^TR=1,\qquad \det R=\det Q,\qquad |R_{ij}-Q_{ij}|<\varepsilon\ \text{ for all } i,j.$$
Proper rotations are thus approximated by proper rotations.

The argument uses two open conditions on a real matrix $M$: all its entries are within $\varepsilon$ of those of $Q$, and $\det M\,\det Q>0$. The matrix $Q$ satisfies both, because $Q^TQ=1$ gives $(\det Q)^2=1$. Since $Q$ is in the closure, some rational orthogonal matrix satisfies both as well. Its determinant is also $\pm1$, and the positive product forces the signs to agree.

The theorem gives no bound on the size of the numerators and denominators. In a calculation, two further conditions enter. The entries of $R$ must be kept as exact fractions, because a number such as $20/29$ is rounded again when it is stored in binary floating point. Also, the rotated orbitals are exactly orthonormal only if the starting orbitals are, and the matrix $R$ cannot repair an error in those.

## Energies at rational rotations

```lean
/-- A real function `E`, continuous on all real square matrices, takes, at some exactly orthogonal
rational matrix, a value within `ε > 0` of its value at a given real orthogonal matrix. -/
theorem exists_rational_energy_near (E : Matrix n n ℝ → ℝ) (hE : Continuous E)
    (Q : Matrix n n ℝ) (hQ : Qᵀ * Q = 1) {ε : ℝ} (hε : 0 < ε) :
    ∃ R : Matrix n n ℚ, Rᵀ * R = 1 ∧ |E (toReal R) - E Q| < ε := by
  have hopen : IsOpen {M : Matrix n n ℝ | |E M - E Q| < ε} :=
    isOpen_lt (hE.sub continuous_const).abs continuous_const
  obtain ⟨_, hnear, R, hR, rfl⟩ :=
    mem_closure_iff.1 (orthogonal_mem_closure Q hQ) _ hopen (by simpa using hε)
  exact ⟨R, hR, hnear⟩

end

end RationalOrbitalRotations
```

Here `E` is a real function of a square matrix, assumed continuous on all real matrices and not only on the orthogonal ones. Continuity means that a small change of the matrix entries changes the energy only a little. The restricted Hartree–Fock energy of the rotated orbitals $\varphi'_j$, written as a polynomial in the entries $Q_{ij}$, is an example.

The matrices $M$ with $|E(M)-E(Q)|<\varepsilon$ form an open set containing $Q$, so this set contains a rational orthogonal matrix. This theorem makes no statement about the determinant of $R$.

For Hartree–Fock calculations with finitely many real orbitals, the energy at any rotation, including a minimiser, can therefore be approached as closely as desired at rational matrices that satisfy the orthonormality constraint exactly.

```lean
#print axioms RationalOrbitalRotations.exists_rational_orthogonal_near
-- 'RationalOrbitalRotations.exists_rational_orthogonal_near' depends on axioms: [propext, Classical.choice, Quot.sound]
#print axioms RationalOrbitalRotations.exists_rational_energy_near
-- 'RationalOrbitalRotations.exists_rational_energy_near' depends on axioms: [propext, Classical.choice, Quot.sound]
```
